# With a real local potential, the Γ-point plane-wave Hamiltonian is real symmetric in the cosine–sine basis

At the Γ point, we take a plane-wave basis that contains the zero wave vector and is closed under inversion. Its other members form pairs $G,-G$. We choose one member of each pair and collect these in a finite set $S$, so that the basis is indexed by $0$, $S$ and $-S$. The choice is expressed by one condition: if $G\in S$, then $-G\notin S$. This also excludes $0$ from $S$. The wave vectors need only be elements of an additive commutative group $L$, such as the reciprocal lattice. In a group where a nonzero $G$ can equal $-G$, the condition keeps such elements out of the basis; the reciprocal lattice has none.

The Hamiltonian is

$$H(G,G')=t(G)\,\delta_{G,G'}+V(G-G'),$$

where $t$ is real with $t(-G)=t(G)$, and $V(-G)=\overline{V(G)}$. The first condition holds for the kinetic energy at Γ, which is proportional to $|G|^2$; at a general crystal momentum $k$ it would fail for $|k+G|^2$. The second says that $V$ holds the Fourier coefficients of a real local potential $v(r)=\sum_G V(G)\,e^{iG\cdot r}$, whose matrix element between plane waves $e^{iG\cdot r}$ and $e^{iG'\cdot r}$ normalised over the cell is $V(G-G')$.

The claim is that a unitary change to the functions $1$, $\sqrt2\cos(G\cdot r)$ and $\sqrt2\sin(G\cdot r)$, with $r$ the position, turns $H$ into a real symmetric matrix $R$ with the same characteristic polynomial. For a fixed local potential and a finite basis, the electronic eigenvalue problem at Γ can therefore be solved in real arithmetic without changing its dimension.

## Combining $G$ and $-G$

Let $U$ be the matrix whose columns hold the plane-wave coefficients of the new functions. The constant column has a single entry $1$, at wave vector $0$. The others follow from

$$\sqrt2\cos(G\cdot r)=\frac{e^{iG\cdot r}+e^{-iG\cdot r}}{\sqrt2},\qquad
\sqrt2\sin(G\cdot r)=\frac{-i\,(e^{iG\cdot r}-e^{-iG\cdot r})}{\sqrt2}.$$

Columns for different pairs have no common nonzero entries. Within a pair, each column has squared norm $\tfrac12+\tfrac12=1$, and the cosine and sine columns have inner product $\tfrac12(-i+i)=0$. Hence $U^\dagger U=1$.

For $G,G'\in S$, write $a=H(G,G')=t(G)\delta_{G,G'}+V(G-G')$ and $b=H(G,-G')=V(G+G')$. There is no kinetic term in $b$ because $G\neq -G'$. Reversing both wave vectors conjugates a matrix element, so $H(-G,-G')=\bar a$ and $H(-G,G')=\bar b$. The four blocks of $R=U^\dagger HU$ are then

$$\begin{aligned}
\text{cos–cos:}&\quad \tfrac12(a+b+\bar b+\bar a)=\operatorname{Re}a+\operatorname{Re}b,\\
\text{cos–sin:}&\quad -\tfrac i2(a-b+\bar b-\bar a)=\operatorname{Im}a-\operatorname{Im}b,\\
\text{sin–cos:}&\quad \tfrac i2(a+b-\bar b-\bar a)=-\operatorname{Im}a-\operatorname{Im}b,\\
\text{sin–sin:}&\quad \tfrac12(a-b-\bar b+\bar a)=\operatorname{Re}a-\operatorname{Re}b.
\end{aligned}$$

The potential thus contributes $\operatorname{Re}V(G-G')\pm\operatorname{Re}V(G+G')$ to the cosine and sine diagonal blocks, and $\operatorname{Im}V(G-G')-\operatorname{Im}V(G+G')$ to the cos–sin block. The kinetic term $t(G)\delta_{G,G'}$ appears in both diagonal blocks.

For the constant function, $H(0,G)=\overline{V(G)}$ and $H(0,-G)=V(G)$. Its couplings to the cosine and sine are

$$\frac{\overline{V(G)}+V(G)}{\sqrt2}=\sqrt2\operatorname{Re}V(G),\qquad
\frac{-i\,(\overline{V(G)}-V(G))}{\sqrt2}=-\sqrt2\operatorname{Im}V(G).$$

Its diagonal entry is $t(0)+V(0)$, which is real because $V(0)=\overline{V(0)}$.

Exchanging $G$ and $G'$ leaves $\operatorname{Re}V(G-G')$ unchanged and reverses the sign of $\operatorname{Im}V(G-G')$, while $V(G+G')$ stays the same. This makes the cosine and sine blocks of $R$ symmetric together. The constant row and column also agree, because $H(G,0)=V(G)$ and $H(-G,0)=\overline{V(G)}$ give the same two couplings. So $R$ is symmetric. Since $UU^\dagger=1$ as well, $R$ and $H$ are similar and share their characteristic polynomial.

## Wave vectors, basis change and Hamiltonians in Lean

The type `L` carries the wave vectors. Only addition, negation and a test for equality are needed.

```lean
import Mathlib

open Matrix ComplexConjugate

namespace GammaPointRealHamiltonian

noncomputable section

variable {L : Type*} [AddCommGroup L] [DecidableEq L]
```

A label is the constant or an element of one of two copies of $S$. The same labels index both bases.

```lean
/-- Labels of the basis: the constant, and two copies of the half set `S`. They stand for
`0, G, -G` in the plane-wave basis and for `1, cos, sin` in the real basis. -/
abbrev Label (S : Finset L) := Unit ⊕ (S ⊕ S)
```

The function `waveVec` gives the wave vector of each plane-wave label.

```lean
/-- The wave vector `0`, `G` or `-G` of a plane-wave label. -/
def waveVec (S : Finset L) : Label S → L
  | .inl _ => 0
  | .inr (.inl G) => G
  | .inr (.inr G) => -(G : L)
```

The normalisation constant $1/\sqrt2$ is called `rt`, and two short lemmas record the arithmetic it needs.

```lean
/-- The normalisation constant `1/√2`, written as `√2/2`. -/
def rt : ℝ := √2 / 2

lemma rt_mul_rt : rt * rt = 1 / 2 := by
  have h : √2 * √2 = (2 : ℝ) := Real.mul_self_sqrt (by norm_num)
  unfold rt
  linear_combination (1 / 4) * h

lemma sqrt_two_eq : √2 = 2 * rt := by
  unfold rt
  ring
```

The function `standing` forms the constant, cosine and sine combinations of any quantity attached to the plane waves. Applying it to the rows of the identity gives $U$.

```lean
/-- Combines quantities `f` attached to plane waves into the constant, cosine and sine
channels: `f 0`, `(f G + f (-G))/√2` and `-i (f G - f (-G))/√2`. -/
def standing {S : Finset L} (f : Label S → ℂ) : Label S → ℂ
  | .inl _ => f (.inl ())
  | .inr (.inl G) => rt * (f (.inr (.inl G)) + f (.inr (.inr G)))
  | .inr (.inr G) => -Complex.I * rt * (f (.inr (.inl G)) - f (.inr (.inr G)))

/-- The basis change: column `j` holds the plane-wave coefficients of the real function `j`. -/
def basisChange (S : Finset L) : Matrix (Label S) (Label S) ℂ :=
  fun i j => standing ((1 : Matrix (Label S) (Label S) ℂ) i) j
```

In `element`, the Kronecker delta compares wave vectors, not labels. The disjointness of $S$ and $-S$ is therefore what removes the kinetic term from $H(G,-G')$.

```lean
/-- The plane-wave matrix element `t(G) δ(G,G') + V(G - G')`. -/
def element (t : L → ℝ) (V : L → ℂ) (G G' : L) : ℂ :=
  ((if G = G' then t G else 0 : ℝ) : ℂ) + V (G - G')

/-- The plane-wave Hamiltonian on the wave vectors `0`, `S` and `-S`. -/
def hamiltonian (S : Finset L) (t : L → ℝ) (V : L → ℂ) : Matrix (Label S) (Label S) ℂ :=
  fun i j => element t V (waveVec S i) (waveVec S j)
```

The matrix $R$ is defined with real entries, block by block, independently of $U$. Its agreement with $U^\dagger HU$ is a theorem below.

```lean
/-- The real Hamiltonian in the basis `1, √2 cos, √2 sin`, block by block. -/
def realHamiltonian (S : Finset L) (t : L → ℝ) (V : L → ℂ) :
    Matrix (Label S) (Label S) ℝ := fun i j =>
  match i, j with
  | .inl _, .inl _ => t 0 + (V 0).re
  | .inl _, .inr (.inl G) => √2 * (V G).re
  | .inl _, .inr (.inr G) => -(√2 * (V G).im)
  | .inr (.inl G), .inl _ => √2 * (V G).re
  | .inr (.inr G), .inl _ => -(√2 * (V G).im)
  | .inr (.inl G), .inr (.inl G') =>
      (if (G : L) = G' then t G else 0) + (V ((G : L) - G')).re + (V ((G : L) + G')).re
  | .inr (.inl G), .inr (.inr G') => (V ((G : L) - G')).im - (V ((G : L) + G')).im
  | .inr (.inr G), .inr (.inl G') => -(V ((G : L) - G')).im - (V ((G : L) + G')).im
  | .inr (.inr G), .inr (.inr G') =>
      (if (G : L) = G' then t G else 0) + (V ((G : L) - G')).re - (V ((G : L) + G')).re
```

## The basis functions and unitarity

Multiplying a row of amplitudes by $U$ is the same as applying `standing`.

```lean
omit [AddCommGroup L] in
lemma sum_mul_basisChange {S : Finset L} (f : Label S → ℂ) (j : Label S) :
    ∑ i, f i * basisChange S i j = standing f j := by
  have hs : ∀ k, ∑ i, f i * (1 : Matrix (Label S) (Label S) ℂ) i k = f k := by
    intro k
    simp [Matrix.one_apply]
  rcases j with ⟨⟩ | G | G <;> simp only [basisChange, standing]
  · exact hs _
  · rw [← hs (.inr (.inl G)), ← hs (.inr (.inr G)), ← Finset.sum_add_distrib, Finset.mul_sum]
    exact Finset.sum_congr rfl fun i _ => by ring
  · rw [← hs (.inr (.inl G)), ← hs (.inr (.inr G)), ← Finset.sum_sub_distrib, Finset.mul_sum]
    exact Finset.sum_congr rfl fun i _ => by ring
```

The next lemma does this on both sides of a matrix $A$: it combines the columns of $A$, then the rows. The two conjugations account for the conjugated coefficients in $U^\dagger$.

```lean
omit [AddCommGroup L] in
lemma sandwich {S : Finset L} (A : Matrix (Label S) (Label S) ℂ) (i j : Label S) :
    ((basisChange S)ᴴ * A * basisChange S) i j =
      star (standing (fun k => star (standing (A k) j)) i) := by
  have hA : ∀ k, (A * basisChange S) k j = standing (A k) j := fun k => by
    rw [Matrix.mul_apply]
    exact sum_mul_basisChange (A k) j
  rw [Matrix.mul_assoc, Matrix.mul_apply,
    ← sum_mul_basisChange (fun k => star (standing (A k) j)) i, star_sum]
  refine Finset.sum_congr rfl fun k _ => ?_
  simp only [hA, Matrix.conjTranspose_apply, star_mul', star_star]
  exact mul_comm _ _
```

Here `θ` is an additive map from wave vectors to real phases, $\theta(G)=G\cdot r$ at a fixed position. The theorem confirms that the columns of $U$ produce the stated functions; its proof is Euler's formula.

```lean
/-- With `θ G` the phase `G·r`, the columns of the basis change combine the plane waves
`exp(i G·r)` into `1`, `√2 cos(G·r)` and `√2 sin(G·r)`. -/
theorem planeWaves_to_real (S : Finset L) (θ : L →+ ℝ) (j : Label S) :
    ∑ i, Complex.exp (θ (waveVec S i) * Complex.I) * basisChange S i j =
      match j with
      | .inl _ => 1
      | .inr (.inl G) => ((√2 * Real.cos (θ G) : ℝ) : ℂ)
      | .inr (.inr G) => ((√2 * Real.sin (θ G) : ℝ) : ℂ) := by
  rw [sum_mul_basisChange (fun i => Complex.exp (θ (waveVec S i) * Complex.I)) j]
  rcases j with ⟨⟩ | G | G
  · simp [standing, waveVec]
  · simp only [standing, waveVec, map_neg, Complex.ofReal_neg, Complex.exp_mul_I,
      Complex.cos_neg, Complex.sin_neg, sqrt_two_eq, Complex.ofReal_mul, Complex.ofReal_cos,
      Complex.ofReal_ofNat]
    ring
  · simp only [standing, waveVec, map_neg, Complex.ofReal_neg, Complex.exp_mul_I,
      Complex.cos_neg, Complex.sin_neg, sqrt_two_eq, Complex.ofReal_mul, Complex.ofReal_sin,
      Complex.ofReal_ofNat]
    linear_combination (-2 * (rt : ℂ) * Complex.sin (θ G)) * Complex.I_mul_I
```

For unitarity, `sandwich` is used with $A=1$. The nine blocks are compared in real and imaginary parts, using $(1/\sqrt2)^2=1/2$. No condition on $S$ is required, since the labels are distinct by construction.

```lean
omit [AddCommGroup L] in
/-- The change from plane waves to the real basis is unitary. -/
theorem basisChange_unitary (S : Finset L) : (basisChange S)ᴴ * basisChange S = 1 := by
  ext i j
  have h := sandwich (1 : Matrix (Label S) (Label S) ℂ) i j
  rw [Matrix.mul_one] at h
  rw [h]
  rcases i with ⟨⟩ | G | G <;> rcases j with ⟨⟩ | G' | G' <;>
    simp only [standing, Matrix.one_apply, reduceCtorEq, Sum.inr.injEq, Sum.inl.injEq,
      if_true, if_false] <;>
    (try split_ifs) <;> apply Complex.ext <;>
    simp only [Complex.star_def, Complex.conj_re, Complex.conj_im, Complex.add_re,
      Complex.add_im, Complex.sub_re, Complex.sub_im, Complex.mul_re, Complex.mul_im,
      Complex.neg_re, Complex.neg_im, Complex.I_re, Complex.I_im, Complex.ofReal_re,
      Complex.ofReal_im, Complex.one_re, Complex.one_im, Complex.zero_re, Complex.zero_im] <;>
    first | ring1 | linear_combination 2 * rt_mul_rt
```

## The real blocks

The inversion rule $H(-G,-G')=\overline{H(G,G')}$ uses both the evenness of $t$ and the condition on $V$.

```lean
/-- Reversing both wave vectors conjugates the matrix element, for even `t` and
`V(-G) = conj V(G)`. -/
theorem element_neg {t : L → ℝ} {V : L → ℂ} (ht : ∀ G, t (-G) = t G)
    (hV : ∀ G, V (-G) = conj (V G)) (a b : L) :
    element t V (-a) (-b) = conj (element t V a b) := by
  have e : V (-a - -b) = conj (V (a - b)) := by
    rw [← hV]
    congr 1
    abel
  have k : (if -a = -b then t (-a) else 0) = if a = b then t a else 0 := by
    by_cases h : a = b <;> simp [h, ht]
  unfold element
  rw [e, k, map_add, Complex.conj_ofReal]
```

The main theorem assumes the condition `hS` on $S$, the evenness `ht` of $t$ and the condition `hV` on $V$. In its proof, `d0` and `d` derive $G\ne0$ and $G\ne-G'$ from `hS`. The facts `e1` to `e4` supply $a$, $b$ and their conjugates, `z0` to `z4` treat elements involving wave vector $0$, and `v0` states $\operatorname{Im}V(0)=0$. After `sandwich`, each block reduces to the calculation by hand, and `linear_combination` inserts the value of `rt * rt`.

```lean
/-- In the basis `1, √2 cos, √2 sin` the plane-wave Hamiltonian is the real matrix
`realHamiltonian`. -/
theorem hamiltonian_in_real_basis {S : Finset L} {t : L → ℝ} {V : L → ℂ}
    (hS : ∀ G ∈ S, -G ∉ S) (ht : ∀ G, t (-G) = t G) (hV : ∀ G, V (-G) = conj (V G)) :
    (basisChange S)ᴴ * hamiltonian S t V * basisChange S =
      (realHamiltonian S t V).map Complex.ofRealHom := by
  -- the three parts of the index set are disjoint
  have d0 : ∀ G : S, (G : L) ≠ 0 := fun G h =>
    hS G G.2 (by rw [h, neg_zero]; exact h ▸ G.2)
  have d : ∀ G G' : S, (G : L) ≠ -(G' : L) := fun G G' h => hS G' G'.2 (h ▸ G.2)
  -- matrix elements between the parts
  have e1 := element_neg ht hV
  have e3 : ∀ G G' : S, element t V G (-(G' : L)) = V ((G : L) + G') := fun G G' => by
    rw [element, if_neg (d G G'), sub_neg_eq_add, Complex.ofReal_zero, zero_add]
  have e2 : ∀ G G' : S, element t V (-(G : L)) G' = conj (V ((G : L) + G')) := fun G G' => by
    have h := e1 G (-(G' : L))
    rwa [neg_neg, e3] at h
  have e4 : ∀ G G' : S, element t V G G' =
      ((if (G : L) = G' then t G else 0 : ℝ) : ℂ) + V ((G : L) - G') := fun _ _ => rfl
  have z0 : element t V 0 0 = (t 0 : ℂ) + V 0 := by simp [element]
  have z1 : ∀ G : S, element t V 0 G = conj (V G) := fun G => by
    rw [element, if_neg (d0 G).symm, zero_sub, hV, Complex.ofReal_zero, zero_add]
  have z2 : ∀ G : S, element t V 0 (-(G : L)) = V G := fun G => by
    have h := e1 0 G
    rwa [neg_zero, z1, Complex.conj_conj] at h
  have z3 : ∀ G : S, element t V G 0 = V G := fun G => by
    rw [element, if_neg (d0 G), sub_zero, Complex.ofReal_zero, zero_add]
  have z4 : ∀ G : S, element t V (-(G : L)) 0 = conj (V G) := fun G => by
    have h := e1 G 0
    rwa [neg_zero, z3] at h
  have v0 : (V 0).im = 0 := by
    have h := congrArg Complex.im (hV 0)
    rw [neg_zero, Complex.conj_im] at h
    linarith
  -- compare real and imaginary parts in each of the nine blocks
  ext i j
  rw [sandwich, Matrix.map_apply]
  rcases i with ⟨⟩ | G | G <;> rcases j with ⟨⟩ | G' | G' <;>
    simp only [standing, hamiltonian, waveVec, realHamiltonian, e1, e2, e3, e4,
      z0, z1, z2, z3, z4, sqrt_two_eq, Complex.ofRealHom_eq_coe] <;>
    apply Complex.ext <;>
    simp only [Complex.star_def, Complex.conj_re, Complex.conj_im, Complex.add_re,
      Complex.add_im, Complex.sub_re, Complex.sub_im, Complex.mul_re, Complex.mul_im,
      Complex.neg_re, Complex.neg_im, Complex.I_re, Complex.I_im, Complex.ofReal_re,
      Complex.ofReal_im, v0] <;>
    first
    | ring1
    | linear_combination (2 * ((if (G : L) = G' then t G else 0) + (V ((G : L) - G')).re
        + (V ((G : L) + G')).re)) * rt_mul_rt
    | linear_combination (2 * ((if (G : L) = G' then t G else 0) + (V ((G : L) - G')).re
        - (V ((G : L) + G')).re)) * rt_mul_rt
    | linear_combination (2 * ((V ((G : L) - G')).im - (V ((G : L) + G')).im)) * rt_mul_rt
    | linear_combination (2 * (-(V ((G : L) - G')).im - (V ((G : L) + G')).im)) * rt_mul_rt
```

Symmetry is proved directly from the block formulas and needs only the condition on $V$.

```lean
/-- The real Hamiltonian is symmetric when `V(-G) = conj V(G)`. -/
theorem realHamiltonian_symm (S : Finset L) (t : L → ℝ) {V : L → ℂ}
    (hV : ∀ G, V (-G) = conj (V G)) : (realHamiltonian S t V).IsSymm := by
  have e : ∀ a b : L, V (b - a) = conj (V (a - b)) := fun a b => by rw [← hV, neg_sub]
  have k : ∀ a b : L, (if b = a then t b else 0) = if a = b then t a else 0 := fun a b => by
    by_cases h : a = b
    · subst h; rfl
    · rw [if_neg h, if_neg (Ne.symm h)]
  ext i j
  rw [Matrix.transpose_apply]
  rcases i with ⟨⟩ | G | G <;> rcases j with ⟨⟩ | G' | G' <;> simp only [realHamiltonian]
  · rw [k G G', e G G', add_comm (G' : L) G, Complex.conj_re]
  · rw [e G G', add_comm (G' : L) G, Complex.conj_im]
    ring
  · rw [e G G', add_comm (G' : L) G, Complex.conj_im]
  · rw [k G G', e G G', add_comm (G' : L) G, Complex.conj_re]
```

## Energies and eigenvectors

Both theorems in this section keep the hypotheses `hS`, `ht` and `hV` of the main theorem. The characteristic polynomial of $R$ has real coefficients, so it is mapped into the complex numbers before the comparison. The proof moves $U$ cyclically to the front of $U^\dagger HU$ and uses $UU^\dagger=1$. Equality of the polynomials means equal eigenvalues with equal algebraic multiplicities.

```lean
/-- The plane-wave Hamiltonian and the real Hamiltonian have the same characteristic
polynomial. -/
theorem charpoly_eq {S : Finset L} {t : L → ℝ} {V : L → ℂ}
    (hS : ∀ G ∈ S, -G ∉ S) (ht : ∀ G, t (-G) = t G) (hV : ∀ G, V (-G) = conj (V G)) :
    (hamiltonian S t V).charpoly =
      (realHamiltonian S t V).charpoly.map Complex.ofRealHom := by
  rw [← Matrix.charpoly_map, ← hamiltonian_in_real_basis hS ht hV, Matrix.charpoly_mul_comm,
    ← Matrix.mul_assoc, mul_eq_one_comm.mp (basisChange_unitary S), Matrix.one_mul]
```

The last theorem carries a real solution back to plane waves. From $HU=UR$ and $Rx=Ex$ it follows that $H(Ux)=E(Ux)$. The statement allows $x=0$; a nonzero $x$ gives a nonzero $Ux$ because $U$ is invertible.

```lean
/-- If `x` solves the real eigenvalue equation with energy `E`, its plane-wave coefficients
solve the complex one with the same energy. -/
theorem eigenvector_of_real {S : Finset L} {t : L → ℝ} {V : L → ℂ}
    (hS : ∀ G ∈ S, -G ∉ S) (ht : ∀ G, t (-G) = t G) (hV : ∀ G, V (-G) = conj (V G))
    {x : Label S → ℝ} {E : ℝ} (hx : realHamiltonian S t V *ᵥ x = E • x) :
    hamiltonian S t V *ᵥ (basisChange S *ᵥ fun i => (x i : ℂ)) =
      (E : ℂ) • (basisChange S *ᵥ fun i => (x i : ℂ)) := by
  have hU : hamiltonian S t V * basisChange S =
      basisChange S * (realHamiltonian S t V).map Complex.ofRealHom := by
    rw [← hamiltonian_in_real_basis hS ht hV, ← Matrix.mul_assoc, ← Matrix.mul_assoc,
      mul_eq_one_comm.mp (basisChange_unitary S), Matrix.one_mul]
  have hc : (realHamiltonian S t V).map Complex.ofRealHom *ᵥ (fun i => (x i : ℂ)) =
      (E : ℂ) • fun i => (x i : ℂ) := by
    funext i
    have h := congrFun hx i
    simp only [Matrix.mulVec, dotProduct, Pi.smul_apply, smul_eq_mul, Matrix.map_apply,
      Complex.ofRealHom_eq_coe] at h ⊢
    exact_mod_cast h
  rw [Matrix.mulVec_mulVec, hU, ← Matrix.mulVec_mulVec, hc, Matrix.mulVec_smul]

end

end GammaPointRealHamiltonian
```

The potential is a given input that depends only on $G-G'$, so nonlocal pseudopotentials and the self-consistent determination of $V$ are not treated.

```lean
#print axioms GammaPointRealHamiltonian.hamiltonian_in_real_basis
#print axioms GammaPointRealHamiltonian.realHamiltonian_symm
#print axioms GammaPointRealHamiltonian.charpoly_eq
#print axioms GammaPointRealHamiltonian.eigenvector_of_real
```

```
'GammaPointRealHamiltonian.hamiltonian_in_real_basis' depends on axioms: [propext, Classical.choice, Quot.sound]
'GammaPointRealHamiltonian.realHamiltonian_symm' depends on axioms: [propext, Classical.choice, Quot.sound]
'GammaPointRealHamiltonian.charpoly_eq' depends on axioms: [propext, Classical.choice, Quot.sound]
'GammaPointRealHamiltonian.eigenvector_of_real' depends on axioms: [propext, Classical.choice, Quot.sound]
```
